# Differentiating a Wick monomial in a complex field and its conjugate

For one complex field variable z and its conjugate w, treated as independent, the Wick monomial :zᵐwⁿ: is the finite sum over k of (−1)ᵏ k! C(m,k) C(n,k) zᵐ⁻ᵏwⁿ⁻ᵏ, where k counts the contracted pairs and each contraction has the value 1. The theorem `pderiv_z_wick` says that ∂/∂z takes :zᵐ⁺¹wⁿ: to (m+1) :zᵐwⁿ:, just as it would for ordinary monomials. It is an identity between polynomials with complex coefficients, for all natural numbers m and n. The proof first compares the two sides term by term, in `key`, using a binomial identity, and then sums over k, where the extra term k = m+1 vanishes.

Lean 4 with Mathlib refuses this proof:

```lean
import Mathlib

open MvPolynomial Finset
open scoped Nat

namespace PderivZWick

noncomputable section

/-- Polynomials in a complex field `z` and its conjugate `w`, treated as independent variables. -/
abbrev FieldPoly := MvPolynomial (Fin 2) ℂ

local notation "z" => (X 0 : FieldPoly)
local notation "w" => (X 1 : FieldPoly)

/-- The signed number of ways to contract `k` pairs among `m` fields `z` and `n` fields `w`. -/
def pairCoeff (m n k : ℕ) : ℂ := (-1) ^ k * (k ! : ℂ) * (m.choose k : ℂ) * (n.choose k : ℂ)

/-- The Wick monomial `:z^m w^n:`, a signed sum over all numbers of contracted pairs. -/
def wick (m n : ℕ) : FieldPoly :=
  ∑ k ∈ range (m + 1), pairCoeff m n k • (z ^ (m - k) * w ^ (n - k))

/-- Differentiating `z^a w^b` with respect to `z` removes one factor `z` in `a` ways. -/
theorem pderiv_z_monomial (a b : ℕ) :
    pderiv 0 (z ^ a * w ^ b) = (a : ℂ) • (z ^ (a - 1) * w ^ b) := by
  rw [pderiv_mul, pderiv_pow, pderiv_pow, pderiv_X_self,
    pderiv_X_of_ne (show (1 : Fin 2) ≠ 0 by decide), smul_eq_C_mul, map_natCast]
  ring

/-- Wick monomials differentiate with respect to `z` like ordinary monomials. -/
theorem pderiv_z_wick (m n : ℕ) :
    pderiv 0 (wick (m + 1) n) = ((m : ℂ) + 1) • wick m n := by
  have key : ∀ k, pderiv 0 (pairCoeff (m + 1) n k • (z ^ (m + 1 - k) * w ^ (n - k))) =
      ((m : ℂ) + 1) • (pairCoeff m n k • (z ^ (m - k) * w ^ (n - k))) := by
    intro k
    have h : (m.choose k : ℂ) * ((m : ℂ) + 1) =
        ((m + 1).choose k : ℂ) * ((m + 1 - k : ℕ) : ℂ) := by
      exact_mod_cast Nat.choose_mul_succ_eq m k
    rw [map_smul, pderiv_z_monomial, smul_smul, smul_smul, show m + 1 - k - 1 = m - k by omega]
    congr 1
    unfold pairCoeff
    linear_combination (-((-1) ^ k * (k ! : ℂ) * (n.choose k : ℂ))) * h
  have top : pairCoeff m n (m + 1) = 0 := by simp [pairCoeff]
  rw [wick, map_sum, Finset.sum_congr rfl fun k _ => key k, Finset.sum_range_succ, top,
    zero_smul, smul_zero, add_zero, wick, Finset.smul_sum]

end

end PderivZWick
```

The compiler's answer:

```
Main.lean:39:8: error(lean.synthInstanceFailed): failed to synthesize instance of type class
  MulActionHomClass (Derivation ℂ (MvPolynomial (Fin 2) ℂ) (MvPolynomial (Fin 2) ℂ)) ℂ (MvPolynomial (Fin 2) ℂ)
    (MvPolynomial (Fin 2) ℂ)

Hint: Type class instance resolution failures can be inspected with the `set_option trace.Meta.synthInstance true` command.
Main.lean:34:73: error: unsolved goals
m n k : ℕ
h : ↑(m.choose k) * (↑m + 1) = ↑((m + 1).choose k) * ↑(m + 1 - k)
⊢ MulActionHomClass (Derivation ℂ (MvPolynomial (Fin 2) ℂ) (MvPolynomial (Fin 2) ℂ)) ℂ (MvPolynomial (Fin 2) ℂ)
    (MvPolynomial (Fin 2) ℂ)
```

Both messages come from `map_smul`, the first rewrite in the proof of `key`, which is meant to move the scalar `pairCoeff (m + 1) n k` outside the derivative. This general lemma works for any type of maps that has a `MulActionHomClass` instance, which says that the maps respect scalar multiplication. Here the map is `pderiv 0`, whose type is `Derivation`, and Lean finds no such instance for that type. The second message is the same missing instance, left over as an unsolved goal at the end of the proof of `key`.

The mathematics is not at fault, since a derivation over ℂ does commute with complex scalars. `Derivation.map_smul` states this fact for derivations directly, so it makes the same rewrite without asking for the instance, and both errors go. Breaking the `rw` list over two lines is mere tidying.

After these edits no error is left:

```diff
@@ -37,5 +37,6 @@
         ((m + 1).choose k : ℂ) * ((m + 1 - k : ℕ) : ℂ) := by
       exact_mod_cast Nat.choose_mul_succ_eq m k
-    rw [map_smul, pderiv_z_monomial, smul_smul, smul_smul, show m + 1 - k - 1 = m - k by omega]
+    rw [Derivation.map_smul, pderiv_z_monomial, smul_smul, smul_smul,
+      show m + 1 - k - 1 = m - k by omega]
     congr 1
     unfold pairCoeff
```
